# Plain recursion for one-axis nuclear-attraction integrals needs exponentially many calls, stored intermediates at most quadratically many

A function, in the mathematical sense, keeps no record of how its values were computed, so the cost of a recursion must be represented by a separate object. Here that object is a log: a list with one entry for every call that the recursion makes, repetitions included. The length of the list is the cost of plain recursion, and the set of its entries is the set of intermediates that a program could store. A call counts as one unit, whatever arithmetic it involves.

The recursion is the vertical one for nuclear-attraction integrals over Gaussians, along a single axis. Let $V(n,m)$ be the auxiliary integral of order $m$ in which one Gaussian carries the power $n$ along this axis, with no other powers, along any axis, on either Gaussian. The physical integral is $V(n,0)$. For $n\ge 0$,

$$V(0,m)=F(m),\qquad V(1,m)=a\,V(0,m)-c\,V(0,m+1),$$

$$V(n+2,m)=a\,V(n+1,m)-c\,V(n+1,m+1)+(n+1)h\,\bigl[V(n,m)-V(n,m+1)\bigr].$$

In the usual notation $a=P_x-A_x$, $c=P_x-C_x$ and $h=1/(2p)$, where $p$ is the total exponent of the Gaussian product, $P$ its centre, $A$ the centre of the Gaussian that carries the power, and $C$ the nucleus. The starting value $F(m)$ is a Boys function of order $m$ times a prefactor.

## Counting calls and index pairs by hand

Let $L_n$ be the number of calls made by plain recursion from $V(n,m)$, the first call included. The order $m$ only shifts the second index and does not affect the count. The claim is that

$$(1+\sqrt3)^n\le L_n,\qquad 3L_n+1\le 4(1+\sqrt3)^n,$$

while only $(n+1)(n+2)/2$ distinct index pairs occur in the recursion from $V(n,0)$. If each pair is expanded only once, at most $1+2(n+1)(n+2)$ calls are made.

**Number of calls.** From the recursion, $L_0=1$, $L_1=3$ and

$$L_{n+2}=1+2L_{n+1}+2L_n .$$

The substitution $u_n=3L_n+1$ removes the constant:

$$u_{n+2}=4+6L_{n+1}+6L_n=2u_{n+1}+2u_n,\qquad u_0=4,\quad u_1=10 .$$

The characteristic equation $x^2=2x+2$ has the roots $1\pm\sqrt3$. Fitting the two initial values gives

$$3L_n+1=(2+\sqrt3)(1+\sqrt3)^n+(2-\sqrt3)(1-\sqrt3)^n .$$

The bounds follow by induction. Write $r=1+\sqrt3$, so that $r^{n+2}=2r^{n+1}+2r^n$. For the lower bound, $L_0=1=r^0$ and $L_1=3\ge r$, and then

$$L_{n+2}\ge 1+2r^{n+1}+2r^n\ge r^{n+2}.$$

For the upper bound, $u_0=4$ and $u_1=10\le 4r$, and then $u_{n+2}\le 8r^{n+1}+8r^n=4r^{n+2}$. The ratio $L_n/r^n$ therefore stays between $1$ and $4/3$.

**Distinct pairs.** A request never lowers the second index and never raises the sum of the two indices. Every pair $(k,j)$ reached from $(n,m)$ thus satisfies $m\le j$ and $k+j\le n+m$. Conversely, suppose that both inequalities hold. Then $0\le j-m\le n-k$. Take $n-k$ steps that each lower the first index by one, and let $j-m$ of them also raise the second index by one. This path ends at $(k,j)$.

For $m=0$ the reachable pairs form the triangle $k+j\le n$. Its antidiagonal $k+j=s$ contains $s+1$ pairs, so the total is

$$\sum_{s=0}^{n}(s+1)=\frac{(n+1)(n+2)}2 .$$

**Calls with storage.** Suppose that each pair in the triangle is expanded once and its value is then kept. Each expansion makes at most four requests. Together with the initial call, this gives at most

$$1+4\cdot\frac{(n+1)(n+2)}2=1+2(n+1)(n+2)$$

calls. A request answered from storage still counts as a call here; what storage avoids is a second expansion. Summing the requests row by row, a count made here by hand only, gives $1+2n^2$. For $n=4$ this is $33$ calls, against $L_4=69$ for plain recursion; up to $n=2$ the two counts agree.

For integral programs this means that a direct recursive implementation of this one-axis scheme becomes exponentially expensive as the angular momentum grows, whereas a table of intermediates keeps the number of calls quadratic.

## The recursion, its requests and its log

```lean
import Mathlib

open Finset

namespace GaussianRecursionCost

noncomputable section
```

The first definition describes a single expansion. `step` computes the entry $(n,m)$ from an arbitrary table `T`, which need not contain correct integrals. The parameters `a`, `c`, `h` are arbitrary real numbers and `F` is an arbitrary function, so neither the geometry nor the Boys function enters the results.

```lean
/-- One step of the vertical recursion for nuclear-attraction integrals along one axis:
the entry `(n, m)` computed from a table `T` of lower entries, with starting values `F m`
at `n = 0`. -/
def step (a c h : ℝ) (F : ℕ → ℝ) (T : ℕ → ℕ → ℝ) : ℕ → ℕ → ℝ
  | 0, m => F m
  | 1, m => a * T 0 m - c * T 0 (m + 1)
  | n + 2, m => a * T (n + 1) m - c * T (n + 1) (m + 1)
      + (n + 1) * h * (T n m - T n (m + 1))
```

`V` is the same formula with the table replaced by recursive calls.

```lean
/-- The integral `V(n,m)` evaluated by plain recursion down to `n = 0`. -/
def V (a c h : ℝ) (F : ℕ → ℝ) : ℕ → ℕ → ℝ
  | 0, m => F m
  | 1, m => a * V a c h F 0 m - c * V a c h F 0 (m + 1)
  | n + 2, m => a * V a c h F (n + 1) m - c * V a c h F (n + 1) (m + 1)
      + (n + 1) * h * (V a c h F n m - V a c h F n (m + 1))
```

`requests` lists the index pairs that one expansion reads: none at $n=0$, two at $n=1$, and four from $n=2$ on. That these are the entries appearing in `step` is seen by comparing the two definitions.

```lean
/-- The index pairs of the integrals that the recursion for `V(n,m)` asks for directly. -/
def requests : ℕ → ℕ → List (ℕ × ℕ)
  | 0, _ => []
  | 1, m => [(0, m), (0, m + 1)]
  | n + 2, m => [(n + 1, m), (n + 1, m + 1), (n, m), (n, m + 1)]
```

`calls` is the full log. It has the same branching as `V`, but it collects index pairs instead of combining numbers. A call is logged even when its coefficient happens to vanish, for instance when $a=0$.

```lean
/-- The log of all calls made by plain recursion from `V(n,m)`, repetitions included. -/
def calls : ℕ → ℕ → List (ℕ × ℕ)
  | 0, m => [(0, m)]
  | 1, m => (1, m) :: (calls 0 m ++ calls 0 (m + 1))
  | n + 2, m => (n + 2, m) ::
      (calls (n + 1) m ++ calls (n + 1) (m + 1) ++ calls n m ++ calls n (m + 1))
```

The cost with storage is defined from the same log. `toFinset` discards repetitions, and the sum adds up the requests of each remaining pair.

```lean
/-- The number of calls from `V(n,0)` when results are stored: the initial call, and the
requests of each distinct index pair, made once. -/
def storedCost (n : ℕ) : ℕ :=
  1 + ∑ p ∈ (calls n 0).toFinset, (requests p.1 p.2).length
```

`storedCost` is therefore a count based on the rule "expand each pair once". It is not extracted from the run of a particular program.

The first theorem ties the log to the requests: a log consists of the call itself, followed by the logs of everything it requests. The three cases follow by unfolding the definitions.

```lean
/-- The log of a call is the call itself followed by the logs of all the integrals it
requests. -/
theorem calls_eq : ∀ n m : ℕ,
    calls n m = (n, m) :: (requests n m).flatMap (fun p => calls p.1 p.2)
  | 0, m => by simp [calls, requests]
  | 1, m => by simp [calls, requests]
  | n + 2, m => by simp [calls, requests]
```

## Exponential growth of the log

The closed form is proved for every $n$ and $m$, with the length of the log read as a real number.

```lean
/-- Closed form for the number `L` of calls made by plain recursion from `V(n,m)`:
`3 L + 1 = (2 + √3)(1 + √3)^n + (2 - √3)(1 - √3)^n`. -/
theorem calls_closed_form : ∀ n m : ℕ,
    3 * ((calls n m).length : ℝ) + 1 =
      (2 + √3) * (1 + √3) ^ n + (2 - √3) * (1 - √3) ^ n
  | 0, m => by
    simp only [calls, List.length_cons, List.length_nil]
    push_cast
    ring
  | 1, m => by
    have hs : (√3 : ℝ) ^ 2 = 3 := Real.sq_sqrt (by norm_num)
    simp only [calls, List.length_cons, List.length_append, List.length_nil]
    push_cast
    linear_combination (-2) * hs
  | n + 2, m => by
    have hs : (√3 : ℝ) ^ 2 = 3 := Real.sq_sqrt (by norm_num)
    have h1 := calls_closed_form (n + 1) m
    have h2 := calls_closed_form (n + 1) (m + 1)
    have h3 := calls_closed_form n m
    have h4 := calls_closed_form n (m + 1)
    simp only [calls, List.length_cons, List.length_append]
    push_cast
    -- both 1 + √3 and 1 - √3 solve x² = 2x + 2
    linear_combination h1 + h2 + h3 + h4
      - ((2 + √3) * (1 + √3) ^ n + (2 - √3) * (1 - √3) ^ n) * hs
```

The cases $n=0$ and $n=1$ are the two initial values. In the case `n + 2` the four hypotheses `h1` to `h4` belong to the four requested integrals. The hand derivation merged them in pairs because the count does not depend on $m$; in Lean that independence is a consequence of the closed form, so all four are used. Their sum is the recurrence for $u_n$. The remaining term in `linear_combination` is a multiple of `hs`, which states $(\sqrt3)^2=3$, and it accounts for $x^2=2x+2$ at both roots.

The two-sided bound has its own induction and does not use the closed form.

```lean
/-- The number `L` of calls made by plain recursion from `V(n,m)` grows, up to a bounded factor,
like `(1 + √3)^n`: it is at least this power, and `3 L + 1` is at most four times it. -/
theorem calls_growth : ∀ n m : ℕ,
    (1 + √3) ^ n ≤ ((calls n m).length : ℝ) ∧
      3 * ((calls n m).length : ℝ) + 1 ≤ 4 * (1 + √3) ^ n
  | 0, m => by
    simp only [calls, List.length_cons, List.length_nil]
    norm_num
  | 1, m => by
    have hs : (√3 : ℝ) ^ 2 = 3 := Real.sq_sqrt (by norm_num)
    have h0 : (0 : ℝ) ≤ √3 := Real.sqrt_nonneg 3
    simp only [calls, List.length_cons, List.length_append, List.length_nil, pow_one]
    push_cast
    constructor <;> nlinarith
  | n + 2, m => by
    have hs : (√3 : ℝ) ^ 2 = 3 := Real.sq_sqrt (by norm_num)
    have hr : (1 + √3) ^ (n + 2) = 2 * (1 + √3) ^ (n + 1) + 2 * (1 + √3) ^ n := by
      linear_combination (1 + √3) ^ n * hs
    obtain ⟨l1, u1⟩ := calls_growth (n + 1) m
    obtain ⟨l2, u2⟩ := calls_growth (n + 1) (m + 1)
    obtain ⟨l3, u3⟩ := calls_growth n m
    obtain ⟨l4, u4⟩ := calls_growth n (m + 1)
    simp only [calls, List.length_cons, List.length_append]
    push_cast
    rw [hr]
    constructor <;> linarith
```

For $n=1$ the inequalities amount to $3/2\le\sqrt3\le2$, which `nlinarith` obtains from the square and the sign of $\sqrt3$. In the general case `hr` is the identity $r^{n+2}=2r^{n+1}+2r^n$. After rewriting with it, both bounds are linear in the induction hypotheses, and `linarith` finishes.

## The triangle of distinct intermediates

The next theorem characterises the reachable pairs for any starting pair $(n,m)$.

```lean
/-- Recursion from `V(n,m)` reaches `V(k,j)` exactly when `m ≤ j` and `k + j ≤ n + m`. -/
theorem mem_calls : ∀ n m k j : ℕ, (k, j) ∈ calls n m ↔ m ≤ j ∧ k + j ≤ n + m
  | 0, m, k, j => by
    simp only [calls, List.mem_cons, List.not_mem_nil, or_false, Prod.mk.injEq]
    omega
  | 1, m, k, j => by
    simp only [calls, List.mem_cons, List.mem_append, List.not_mem_nil, or_false,
      Prod.mk.injEq]
    omega
  | n + 2, m, k, j => by
    have h1 := mem_calls (n + 1) m k j
    have h2 := mem_calls (n + 1) (m + 1) k j
    have h3 := mem_calls n m k j
    have h4 := mem_calls n (m + 1) k j
    simp only [calls, List.mem_cons, List.mem_append, Prod.mk.injEq, h1, h2, h3, h4]
    omega
```

Where the hand derivation constructs a path, Lean uses induction on $n$. Membership in the log of $(n+2,m)$ means being that pair itself or lying in one of the four sub-logs. The induction hypotheses turn the latter into inequalities between natural numbers, and `omega` verifies that the four regions they describe, together with the pair $(n+2,m)$ itself, make up the region claimed.

The count is stated with a factor of 2 on the left, which avoids division in the natural numbers.

```lean
/-- Exactly `(n+1)(n+2)/2` distinct index pairs occur in the recursion from `V(n,0)`. -/
theorem card_distinct (n : ℕ) :
    2 * (calls n 0).toFinset.card = (n + 1) * (n + 2) := by
  induction n with
  | zero => simp [calls]
  | succ n ih =>
    -- raising n by one adds one antidiagonal to the triangle of index pairs
    have h : (calls (n + 1) 0).toFinset = (calls n 0).toFinset ∪ antidiagonal (n + 1) := by
      ext ⟨k, j⟩
      simp only [List.mem_toFinset, mem_union, HasAntidiagonal.mem_antidiagonal, mem_calls]
      omega
    have hd : Disjoint (calls n 0).toFinset (antidiagonal (n + 1)) := by
      rw [Finset.disjoint_left]
      rintro ⟨k, j⟩ h1 h2
      simp only [List.mem_toFinset, HasAntidiagonal.mem_antidiagonal, mem_calls] at h1 h2
      omega
    rw [h, card_union_of_disjoint hd, Finset.Nat.card_antidiagonal, mul_add, ih]
    ring
```

Raising $n$ by one adds the antidiagonal $k+j=n+1$. The step `h` proves this as an equality of sets, and `hd` shows that the new pairs were not present before. Since the antidiagonal has $n+2$ elements, the doubled count becomes $(n+1)(n+2)+2(n+2)=(n+2)(n+3)$.

## Correct values from a table on the triangle

A smaller number of expansions is useful only if the stored numbers are the right ones. The hypothesis `hT` says that the table `T` satisfies the recursion at every pair called from $V(n,0)$; outside the triangle its entries may be anything. The conclusion is that `T` agrees with `V` throughout the triangle.

```lean
/-- A stored table that obeys the recursion at the index pairs called from `V(n,0)` agrees with the
plain recursion `V` at each of these pairs. -/
theorem table_eq_V {a c h : ℝ} {F : ℕ → ℝ} {T : ℕ → ℕ → ℝ} {n : ℕ}
    (hT : ∀ k j, (k, j) ∈ calls n 0 → T k j = step a c h F T k j) :
    ∀ k j : ℕ, (k, j) ∈ calls n 0 → T k j = V a c h F k j
  | 0, j, hj => by
    rw [hT 0 j hj]
    simp only [step, V]
  | 1, j, hj => by
    have hb := (mem_calls n 0 1 j).1 hj
    rw [hT 1 j hj]
    simp only [step, V]
    rw [table_eq_V hT 0 j ((mem_calls _ _ _ _).2 (by omega)),
      table_eq_V hT 0 (j + 1) ((mem_calls _ _ _ _).2 (by omega))]
    simp only [V]
  | k + 2, j, hj => by
    have hb := (mem_calls n 0 (k + 2) j).1 hj
    rw [hT (k + 2) j hj]
    simp only [step, V]
    rw [table_eq_V hT (k + 1) j ((mem_calls _ _ _ _).2 (by omega)),
      table_eq_V hT (k + 1) (j + 1) ((mem_calls _ _ _ _).2 (by omega)),
      table_eq_V hT k j ((mem_calls _ _ _ _).2 (by omega)),
      table_eq_V hT k (j + 1) ((mem_calls _ _ _ _).2 (by omega))]
```

The proof is an induction on the first index $k$. At $k=0$ both sides equal $F(j)$. For larger $k$, `hT` expands the table entry, and the entries on the right have a smaller first index. To replace them by values of `V`, one must know that they lie in the triangle too. This is where `mem_calls` is used: `hb` gives $k+j\le n$ for the current pair, in the indices of the case at hand, and `omega` derives the corresponding inequality for each request.

The theorem concerns values and prescribes no order of evaluation. Filling the table by increasing first index works, since every request points to a smaller one.

## The two costs compared

The final theorem states three facts for every $n$, including $n=0$: the lower bound on the plain log from $V(n,0)$, the number of distinct pairs, and the quadratic bound on the cost with storage.

```lean
/-- Plain recursion from `V(n,0)` makes at least `(1 + √3)^n` calls, but only
`(n+1)(n+2)/2` distinct index pairs occur, and with stored intermediates at most
`1 + 2(n+1)(n+2)` calls are made. -/
theorem storage_removes_exponential_cost (n : ℕ) :
    (1 + √3) ^ n ≤ ((calls n 0).length : ℝ) ∧
      2 * (calls n 0).toFinset.card = (n + 1) * (n + 2) ∧
      storedCost n ≤ 1 + 2 * ((n + 1) * (n + 2)) := by
  refine ⟨(calls_growth n 0).1, card_distinct n, ?_⟩
  -- each expansion makes at most four requests
  have h4 : ∀ k j : ℕ, (requests k j).length ≤ 4 := by
    intro k j
    match k with
    | 0 => simp [requests]
    | 1 => simp [requests]
    | k + 2 => simp [requests]
  have hsum := Finset.sum_le_card_nsmul (calls n 0).toFinset
    (fun p => (requests p.1 p.2).length) 4 (fun p _ => h4 p.1 p.2)
  have hc := card_distinct n
  rw [smul_eq_mul] at hsum
  unfold storedCost
  linarith

end

end GaussianRecursionCost
```

The first two parts are taken from the earlier theorems. For the third, `h4` bounds the requests of any pair by four, and `Finset.sum_le_card_nsmul` bounds the sum by four times the number of pairs. Inserting the count from `card_distinct` gives $1+2(n+1)(n+2)$.

The comparison concerns calls for one integral along one axis, with the second Gaussian carrying no power along it. Floating-point operations, the evaluation of the Boys function, memory traffic, contraction, and recursions that couple several axes or raise the power on both centres would each need a cost model of their own.

```lean
#print axioms GaussianRecursionCost.calls_eq
-- 'GaussianRecursionCost.calls_eq' depends on axioms: [propext]
#print axioms GaussianRecursionCost.storage_removes_exponential_cost
-- 'GaussianRecursionCost.storage_removes_exponential_cost' depends on axioms: [propext, Classical.choice, Quot.sound]
```
